# An error bound of order 1/μ² for the second-moment approximation to the scaled short-range exchange integral

The theorem `exchange_error` concerns the integral over 0 ≤ q ≤ 2 of a pair weight g(q) times the screening factor 1 − exp(−q²/(4μ²)), with q and the range parameter μ in units of the Fermi wavevector. For any real g continuous on [0, 2] and any μ > 0, it states that μ² times this integral differs from ∫ q²g(q)/4 dq by at most ∫ q⁴|g(q)| dq divided by 32μ², both integrals being over the same interval. The weight is otherwise arbitrary: it need not be positive, normalised or derived from a particular electronic state. The attempt writes the difference as a single integral and bounds its integrand pointwise, using |x − (1 − exp(−x))| ≤ x²/2 with x = q²/(4μ²), then integrates the bound.

In Lean, a first try:

```lean
import Mathlib

open Filter Topology MeasureTheory

namespace ExchangeError

noncomputable section

/-- Short-range exchange integral for a pair weight `g`, with wavevector `q` and range parameter
`μ > 0` in units of the Fermi wavevector. The Coulomb factor `1/q²` has been cancelled against the
volume element. -/
def shortRangeExchange (g : ℝ → ℝ) (μ : ℝ) : ℝ :=
  ∫ q in (0 : ℝ)..2, g q * (1 - Real.exp (-(q ^ 2 / (4 * μ ^ 2))))

/-- For a continuous pair weight the short-range exchange integrand is integrable. -/
theorem integrable_exchange {g : ℝ → ℝ} (hg : ContinuousOn g (Set.Icc 0 2)) (μ : ℝ) :
    IntervalIntegrable (fun q => g q * (1 - Real.exp (-(q ^ 2 / (4 * μ ^ 2)))))
      volume 0 2 := by
  have hc : Continuous (fun q : ℝ => 1 - Real.exp (-(q ^ 2 / (4 * μ ^ 2)))) := by fun_prop
  exact (hg.mul hc.continuousOn).intervalIntegrable_of_Icc (by norm_num)

/-- For `x ≥ 0` the screening factor `1 - exp(-x)` differs from `x` by at most `x²/2`. -/
theorem screening_error {x : ℝ} (hx : 0 ≤ x) :
    |x - (1 - Real.exp (-x))| ≤ x ^ 2 / 2 := by
  have h1 := Real.add_one_le_exp (-x)
  have h2 := Real.quadratic_le_exp_of_nonneg hx
  have h3 : Real.exp (-x) * Real.exp x = 1 := by rw [← Real.exp_add]; simp
  have h4 : Real.exp (-x) ≤ 1 - x + x ^ 2 / 2 := by
    have hp : 0 < 1 + x + x ^ 2 / 2 := by positivity
    refine le_of_mul_le_mul_right ?_ hp
    have h5 := mul_le_mul_of_nonneg_left h2 (Real.exp_pos (-x)).le
    have h6 : 0 ≤ x ^ 4 := by positivity
    nlinarith
  rw [abs_le]
  constructor
  · nlinarith [sq_nonneg x]
  · linarith

/-- For a continuous pair weight and `μ > 0`, `μ²` times the short-range exchange integral
equals a quarter of the second moment of the weight, up to an error of order `1/μ²`. -/
theorem exchange_error {g : ℝ → ℝ} (hg : ContinuousOn g (Set.Icc 0 2)) {μ : ℝ}
    (hμ : 0 < μ) :
    |μ ^ 2 * shortRangeExchange g μ - ∫ q in (0 : ℝ)..2, q ^ 2 * g q / 4|
      ≤ (∫ q in (0 : ℝ)..2, q ^ 4 * |g q|) / (32 * μ ^ 2) := by
  have h02 : (0 : ℝ) ≤ 2 := by norm_num
  have i1 := (integrable_exchange hg μ).const_mul (μ ^ 2)
  have i2 : IntervalIntegrable (fun q => q ^ 2 * g q / 4) volume 0 2 := by
    apply ContinuousOn.intervalIntegrable
    rw [Set.uIcc_of_le h02]
    exact ((continuous_pow 2).continuousOn.mul hg).div_const 4
  have i3 : IntervalIntegrable (fun q => q ^ 4 * |g q| / (32 * μ ^ 2)) volume 0 2 := by
    apply ContinuousOn.intervalIntegrable
    rw [Set.uIcc_of_le h02]
    exact ((continuous_pow 4).continuousOn.mul hg.abs).div_const _
  unfold shortRangeExchange
  rw [← intervalIntegral.integral_const_mul, ← intervalIntegral.integral_sub i1 i2,
    ← intervalIntegral.integral_div]
  refine (intervalIntegral.abs_integral_le_integral_abs h02).trans ?_
  refine intervalIntegral.integral_mono_on h02 (i1.sub i2).abs i3 ?_
  intro q _
  -- pointwise, the error is that of the screening factor
  have hx : 0 ≤ q ^ 2 / (4 * μ ^ 2) := by positivity
  have e : μ ^ 2 * (g q * (1 - Real.exp (-(q ^ 2 / (4 * μ ^ 2))))) - q ^ 2 * g q / 4
      = -(μ ^ 2 * g q *
        (q ^ 2 / (4 * μ ^ 2) - (1 - Real.exp (-(q ^ 2 / (4 * μ ^ 2)))))) := by
    have hm : μ ^ 2 * (q ^ 2 / (4 * μ ^ 2)) = q ^ 2 / 4 := by field_simp
    linear_combination g q * hm
  calc _ = μ ^ 2 * |g q| *
        |q ^ 2 / (4 * μ ^ 2) - (1 - Real.exp (-(q ^ 2 / (4 * μ ^ 2))))| := by
        rw [e, abs_neg, abs_mul, abs_mul, abs_of_nonneg (sq_nonneg μ)]
    _ ≤ μ ^ 2 * |g q| * ((q ^ 2 / (4 * μ ^ 2)) ^ 2 / 2) :=
        mul_le_mul_of_nonneg_left (screening_error hx) (by positivity)
    _ = q ^ 4 * |g q| / (32 * μ ^ 2) := by
        field_simp
        norm_num

end

end ExchangeError
```

The error:

```
Main.lean:73:40: error: unsolved goals
g : ℝ → ℝ
hg : ContinuousOn g (Set.Icc 0 2)
μ : ℝ
hμ : 0 < μ
h02 : 0 ≤ 2
i1 : IntervalIntegrable (fun x => μ ^ 2 * (g x * (1 - Real.exp (-(x ^ 2 / (4 * μ ^ 2)))))) volume 0 2
i2 : IntervalIntegrable (fun q => q ^ 2 * g q / 4) volume 0 2
i3 : IntervalIntegrable (fun q => q ^ 4 * |g q| / (32 * μ ^ 2)) volume 0 2
q : ℝ
a✝ : q ∈ Set.Icc 0 2
hx : 0 ≤ q ^ 2 / (4 * μ ^ 2)
e :
  μ ^ 2 * (g q * (1 - Real.exp (-(q ^ 2 / (4 * μ ^ 2))))) - q ^ 2 * g q / 4 =
    -(μ ^ 2 * g q * (q ^ 2 / (4 * μ ^ 2) - (1 - Real.exp (-(q ^ 2 / (4 * μ ^ 2))))))
⊢ |g q| * q ^ 4 * 32 = |g q| * q ^ 4 * 16 * 2
```

Cause. The one error is in the last step of the `calc` block, which has only to show that the pointwise bound equals q⁴|g(q)|/(32μ²). After `field_simp` and `norm_num`, the goal `|g q| * q ^ 4 * 32 = |g q| * q ^ 4 * 16 * 2` is left unsolved. It is true, since 16 · 2 = 32, but multiplication associates to the left, so the right side reads `((|g q| * q ^ 4) * 16) * 2`. The product `16 * 2` is therefore not a subterm that `norm_num` can evaluate, and `norm_num` did not regroup the factors to make it one.

The repair replaces `norm_num` with `ring`, which proves identities in commutative rings by bringing both sides to a normal form. This collects the numerical coefficients wherever they stand in the product, and the two sides agree.

The other changes are mere tidying: `i2` and `i3` are proved more briefly through `intervalIntegrable_of_Icc`, the `intro` becomes a `fun`, and `hm` moves out of the proof of `e`.

As a diff, the version that Lean accepts:

```diff
@@ -45,24 +45,19 @@
   have h02 : (0 : ℝ) ≤ 2 := by norm_num
   have i1 := (integrable_exchange hg μ).const_mul (μ ^ 2)
-  have i2 : IntervalIntegrable (fun q => q ^ 2 * g q / 4) volume 0 2 := by
-    apply ContinuousOn.intervalIntegrable
-    rw [Set.uIcc_of_le h02]
-    exact ((continuous_pow 2).continuousOn.mul hg).div_const 4
-  have i3 : IntervalIntegrable (fun q => q ^ 4 * |g q| / (32 * μ ^ 2)) volume 0 2 := by
-    apply ContinuousOn.intervalIntegrable
-    rw [Set.uIcc_of_le h02]
-    exact ((continuous_pow 4).continuousOn.mul hg.abs).div_const _
+  have i2 : IntervalIntegrable (fun q => q ^ 2 * g q / 4) volume 0 2 :=
+    (((continuous_pow 2).continuousOn.mul hg).div_const 4).intervalIntegrable_of_Icc h02
+  have i3 : IntervalIntegrable (fun q => q ^ 4 * |g q| / (32 * μ ^ 2)) volume 0 2 :=
+    (((continuous_pow 4).continuousOn.mul hg.abs).div_const _).intervalIntegrable_of_Icc h02
   unfold shortRangeExchange
   rw [← intervalIntegral.integral_const_mul, ← intervalIntegral.integral_sub i1 i2,
     ← intervalIntegral.integral_div]
   refine (intervalIntegral.abs_integral_le_integral_abs h02).trans ?_
-  refine intervalIntegral.integral_mono_on h02 (i1.sub i2).abs i3 ?_
-  intro q _
+  refine intervalIntegral.integral_mono_on h02 (i1.sub i2).abs i3 fun q _ => ?_
   -- pointwise, the error is that of the screening factor
   have hx : 0 ≤ q ^ 2 / (4 * μ ^ 2) := by positivity
+  have hm : μ ^ 2 * (q ^ 2 / (4 * μ ^ 2)) = q ^ 2 / 4 := by field_simp
   have e : μ ^ 2 * (g q * (1 - Real.exp (-(q ^ 2 / (4 * μ ^ 2))))) - q ^ 2 * g q / 4
       = -(μ ^ 2 * g q *
         (q ^ 2 / (4 * μ ^ 2) - (1 - Real.exp (-(q ^ 2 / (4 * μ ^ 2)))))) := by
-    have hm : μ ^ 2 * (q ^ 2 / (4 * μ ^ 2)) = q ^ 2 / 4 := by field_simp
     linear_combination g q * hm
   calc _ = μ ^ 2 * |g q| *
@@ -73,5 +68,5 @@
     _ = q ^ 4 * |g q| / (32 * μ ^ 2) := by
         field_simp
-        norm_num
+        ring
 
 end
```
